# Separate Wilson-loop spectra do not determine a flat two-band field

## Flat fields and gauge equivalence

A flat two-band field $F$ on a torus is represented by its Wilson loops $W_x^F$ and $W_y^F$ around the two cycles, based at one point. They are unitary $2\times2$ matrices, and flatness makes them commute. Fields $F$ and $G$ are gauge equivalent if a single invertible $S$ satisfies
$$W_x^G=SW_x^FS^{-1},\qquad W_y^G=SW_y^FS^{-1}.$$
Bands are numbered 0 and 1. The spectrum of a loop, with multiplicity, is encoded in its characteristic polynomial.

Let $Z=\mathrm{diag}(1,-1)$. The fields $(Z,Z)$ and $(Z,-Z)$ have equal spectra loop by loop but are not gauge equivalent. For an isolated pair of bands of non-interacting electrons in a two-dimensional crystal, with a flat non-Abelian Berry connection on the Brillouin zone, the separate spectra thus give the fractional coordinates, modulo 1, of the centres of the maximally localised Wannier functions along each lattice vector, without in general saying which belong together.

## The missing datum is a trace

Under gauge equivalence the inner factors cancel:
$$W_x^GW_y^G=SW_x^FS^{-1}SW_y^FS^{-1}=S(W_x^FW_y^F)S^{-1},$$
so $\mathrm{tr}(W_xW_y)$ is invariant. Both $Z$ and $-Z$ have characteristic polynomial $(\lambda-1)(\lambda+1)$, but $\mathrm{tr}(Z^2)=2$ and $\mathrm{tr}(-Z^2)=-2$. No $S$ exists.

For diagonal loops this trace is all that was missing. Let $F$ have loops $\mathrm{diag}(a_0,a_1)$, $\mathrm{diag}(b_0,b_1)$, and $G$ loops $\mathrm{diag}(c_0,c_1)$, $\mathrm{diag}(d_0,d_1)$. Equivalent fields agree in both characteristic polynomials and in the trace. Conversely, suppose that these agree. Then $a_0+a_1=c_0+c_1$ and $a_0a_1=c_0c_1$, hence
$$(a_0-c_0)(a_0-c_1)=a_0^2-a_0(a_0+a_1)+a_0a_1=0.$$
So $(c_0,c_1)$ is $(a_0,a_1)$ or $(a_1,a_0)$; likewise for $d$ and $b$.

If both pairs keep their order, $S=1$ works. If both are reversed, the band swap $P=\begin{pmatrix}0&1\\1&0\end{pmatrix}$ works, since $P\,\mathrm{diag}(a_0,a_1)P=\mathrm{diag}(a_1,a_0)$. If only one is reversed, the trace condition reads
$$a_0b_0+a_1b_1=a_0b_1+a_1b_0\iff(a_0-a_1)(b_0-b_1)=0.$$
One loop is then degenerate, its order is immaterial, and $1$ or $P$ works again.

Exchanging only $b_0$ and $b_1$ preserves both spectra, so the result is equivalent to the original exactly when $a_0=a_1$ or $b_0=b_1$.

For instance, take $a=(1,i)$ and $b=(1,-1)$. The trace is $1-i$ before the exchange and $-1+i$ after it. The difference, $2-2i=(1-i)\cdot2$, is the product above, and the fields are inequivalent.

## The formal development

In Lean 4 with Mathlib:

```lean
import Mathlib

open Matrix Polynomial

namespace FlatWilsonLoops
```

`Band` is the type of operators on the two-band space in a fixed frame.

```lean
/-- Operators on the two-band space. -/
abbrev Band := Matrix (Fin 2) (Fin 2) ℂ
```

The loops are given as data and not computed from Bloch states; unitarity and commutation are fields of the structure.

```lean
/-- A flat two-band field on a torus, given by its unitary Wilson loops around the two
cycles; flatness means that the loops commute. -/
structure FlatField where
  Wx : Band
  Wy : Band
  unitary_x : Wx ∈ Matrix.unitaryGroup (Fin 2) ℂ
  unitary_y : Wy ∈ Matrix.unitaryGroup (Fin 2) ℂ
  flat : Wx * Wy = Wy * Wx
```

An element `S : Bandˣ` is a matrix together with its inverse. Requiring $S$ to be unitary would give the same relation: if $S$ carries the unitary loops of $F$ into the unitary loops of $G$, the unitary factor of its polar decomposition carries the same loops into the same images. This fact is neither used nor proved in the code.

```lean
/-- Two fields are gauge equivalent if one invertible change of band frame at the base point
carries both Wilson loops of the first into those of the second. -/
def GaugeEquivalent (F G : FlatField) : Prop :=
  ∃ S : Bandˣ, G.Wx = (S : Band) * F.Wx * ((S⁻¹ : Bandˣ) : Band) ∧
    G.Wy = (S : Band) * F.Wy * ((S⁻¹ : Bandˣ) : Band)
```

The first theorem cancels the inner factors, then uses cyclicity of the trace.

```lean
/-- The trace of the loop around both cycles is gauge invariant. -/
theorem trace_product_invariant {F G : FlatField} (h : GaugeEquivalent F G) :
    (F.Wx * F.Wy).trace = (G.Wx * G.Wy).trace := by
  obtain ⟨S, hx, hy⟩ := h
  -- the inner frame changes cancel
  have hp : G.Wx * G.Wy = (S : Band) * (F.Wx * F.Wy) * ((S⁻¹ : Bandˣ) : Band) := by
    rw [hx, hy]
    simp only [mul_assoc, Units.inv_mul_cancel_left]
  rw [hp, Matrix.trace_mul_comm ((S : Band) * (F.Wx * F.Wy)), Units.inv_mul_cancel_left]
```

Next come the factorised characteristic polynomial and its consequence for the phases. Evaluating the polynomials at 0 and 1 yields the product and sum of the roots, and `hz` is the quadratic identity derived above.

```lean
/-- The characteristic polynomial of a diagonal loop has the two diagonal entries as roots. -/
theorem charpoly_diagonal_loop (a : Fin 2 → ℂ) :
    (Matrix.diagonal a : Band).charpoly = (X - C (a 0)) * (X - C (a 1)) := by
  rw [Matrix.charpoly_fin_two]
  simp
  ring

/-- Two diagonal loops with the same characteristic polynomial have the same diagonal entries
up to their order. -/
theorem phases_up_to_order {a c : Fin 2 → ℂ}
    (h : (Matrix.diagonal a : Band).charpoly = (Matrix.diagonal c : Band).charpoly) :
    (c 0 = a 0 ∧ c 1 = a 1) ∨ (c 0 = a 1 ∧ c 1 = a 0) := by
  rw [charpoly_diagonal_loop, charpoly_diagonal_loop] at h
  have h0 := congrArg (Polynomial.eval 0) h
  have h1 := congrArg (Polynomial.eval 1) h
  simp only [eval_mul, eval_sub, eval_X, eval_C] at h0 h1
  have hp : a 0 * a 1 = c 0 * c 1 := by linear_combination h0
  have hs : a 0 + a 1 = c 0 + c 1 := by linear_combination h0 - h1
  have hz : (a 0 - c 0) * (a 0 - c 1) = 0 := by linear_combination a 0 * hs - hp
  rcases mul_eq_zero.mp hz with h | h
  · exact Or.inl ⟨by linear_combination -h, by linear_combination h - hs⟩
  · exact Or.inr ⟨by linear_combination h - hs, by linear_combination -h⟩
```

Two computations supply the trace formula and the action of $P$.

```lean
/-- The trace of a product of diagonal loops pairs their entries band by band. -/
theorem trace_diagonal_product (a b : Fin 2 → ℂ) :
    ((Matrix.diagonal a : Band) * Matrix.diagonal b).trace = a 0 * b 0 + a 1 * b 1 := by
  rw [Matrix.diagonal_mul_diagonal]
  simp

/-- Exchanging the two bands exchanges the entries of a diagonal loop. -/
theorem band_swap {a c : Fin 2 → ℂ} (h0 : c 0 = a 1) (h1 : c 1 = a 0) :
    (Matrix.diagonal c : Band) = !![0, 1; 1, 0] * Matrix.diagonal a * !![0, 1; 1, 0] := by
  ext i j
  fin_cases i <;> fin_cases j <;>
    simp [Matrix.mul_apply, Fin.sum_univ_two, Matrix.vecMul_diagonal, h0, h1]
```

The criterion assumes that all four loops are diagonal in the given frame. Every flat field can be brought to this form by a gauge change, because commuting unitary matrices have a common orthonormal eigenbasis; the code does not prove this reduction. In the proof, `same` and `swap` construct the equivalences from $1$ and $P$. The four cases are the possible orders of the two pairs, and `hz` resolves the mismatched ones.

```lean
/-- For flat fields written in a common eigenbasis, gauge equivalence holds exactly when the
characteristic polynomials of both loops and the trace of their product agree. -/
theorem gaugeEquivalent_iff {F G : FlatField} {a b c d : Fin 2 → ℂ}
    (hFx : F.Wx = Matrix.diagonal a) (hFy : F.Wy = Matrix.diagonal b)
    (hGx : G.Wx = Matrix.diagonal c) (hGy : G.Wy = Matrix.diagonal d) :
    GaugeEquivalent F G ↔ F.Wx.charpoly = G.Wx.charpoly ∧
      F.Wy.charpoly = G.Wy.charpoly ∧ (F.Wx * F.Wy).trace = (G.Wx * G.Wy).trace := by
  constructor
  · intro h
    have ht := trace_product_invariant h
    obtain ⟨S, hx, hy⟩ := h
    refine ⟨?_, ?_, ht⟩
    · rw [hx, Matrix.coe_units_inv, Matrix.charpoly_units_conj]
    · rw [hy, Matrix.coe_units_inv, Matrix.charpoly_units_conj]
  · rintro ⟨hx, hy, ht⟩
    rw [hFx, hGx] at hx
    rw [hFy, hGy] at hy
    rw [hFx, hFy, hGx, hGy, trace_diagonal_product, trace_diagonal_product] at ht
    -- the two available frame changes: identity and band swap
    have same : c 0 = a 0 → c 1 = a 1 → d 0 = b 0 → d 1 = b 1 → GaugeEquivalent F G := by
      intro h0 h1 k0 k1
      have hca : c = a := funext (Fin.forall_fin_two.mpr ⟨h0, h1⟩)
      have hdb : d = b := funext (Fin.forall_fin_two.mpr ⟨k0, k1⟩)
      exact ⟨1, by simp [hFx, hGx, hca], by simp [hFy, hGy, hdb]⟩
    have swap : c 0 = a 1 → c 1 = a 0 → d 0 = b 1 → d 1 = b 0 → GaugeEquivalent F G := by
      intro h0 h1 k0 k1
      have hσ : (!![0, 1; 1, 0] : Band) * !![0, 1; 1, 0] = 1 := by
        ext i j
        fin_cases i <;> fin_cases j <;> simp [Matrix.mul_apply, Fin.sum_univ_two]
      refine ⟨⟨!![0, 1; 1, 0], !![0, 1; 1, 0], hσ, hσ⟩, ?_, ?_⟩
      · rw [hFx, hGx]
        exact band_swap h0 h1
      · rw [hFy, hGy]
        exact band_swap k0 k1
    rcases phases_up_to_order hx with ⟨h0, h1⟩ | ⟨h0, h1⟩ <;>
      rcases phases_up_to_order hy with ⟨k0, k1⟩ | ⟨k0, k1⟩
    · exact same h0 h1 k0 k1
    · -- mismatched orders: the product trace forces a degenerate loop
      rw [h0, h1, k0, k1] at ht
      have hz : (a 0 - a 1) * (b 0 - b 1) = 0 := by linear_combination ht
      rcases mul_eq_zero.mp hz with e | e
      · exact swap (by linear_combination h0 + e) (by linear_combination h1 - e) k0 k1
      · exact same h0 h1 (by linear_combination k0 - e) (by linear_combination k1 + e)
    · rw [h0, h1, k0, k1] at ht
      have hz : (a 0 - a 1) * (b 0 - b 1) = 0 := by linear_combination ht
      rcases mul_eq_zero.mp hz with e | e
      · exact same (by linear_combination h0 - e) (by linear_combination h1 + e) k0 k1
      · exact swap h0 h1 (by linear_combination k0 + e) (by linear_combination k1 - e)
    · exact swap h0 h1 k0 k1
```

In the exchange criterion, `![b 1, b 0]` is the reversed pair. The forward direction factors the trace equation; the reverse direction checks the three conditions of the previous theorem.

```lean
/-- Exchanging the two phases of the second loop alone gives a gauge-equivalent field exactly
when one of the two loops is degenerate. -/
theorem exchange_equivalent_iff {F G : FlatField} {a b : Fin 2 → ℂ}
    (hFx : F.Wx = Matrix.diagonal a) (hFy : F.Wy = Matrix.diagonal b)
    (hGx : G.Wx = Matrix.diagonal a) (hGy : G.Wy = Matrix.diagonal ![b 1, b 0]) :
    GaugeEquivalent F G ↔ a 0 = a 1 ∨ b 0 = b 1 := by
  rw [gaugeEquivalent_iff hFx hFy hGx hGy, hFx, hFy, hGx, hGy,
    trace_diagonal_product, trace_diagonal_product]
  constructor
  · rintro ⟨_, _, h⟩
    have h' : a 0 * b 0 + a 1 * b 1 = a 0 * b 1 + a 1 * b 0 := h
    have hz : (a 0 - a 1) * (b 0 - b 1) = 0 := by linear_combination h'
    exact (mul_eq_zero.mp hz).imp sub_eq_zero.mp sub_eq_zero.mp
  · intro h
    refine ⟨rfl, ?_, ?_⟩
    · rw [charpoly_diagonal_loop, charpoly_diagonal_loop]
      exact mul_comm _ _
    · change a 0 * b 0 + a 1 * b 1 = a 0 * b 1 + a 1 * b 0
      rcases h with h | h
      · linear_combination (b 0 - b 1) * h
      · linear_combination (a 0 - a 1) * h
```

The explicit example needs $Z$, its unitarity and the two fields.

```lean
/-- The loop Z = diag(1, -1). -/
def Z : Band := !![1, 0; 0, -1]

/-- The loop Z is unitary. -/
theorem Z_unitary : Z ∈ Matrix.unitaryGroup (Fin 2) ℂ := by
  rw [Matrix.mem_unitaryGroup_iff]
  ext i j
  fin_cases i <;> fin_cases j <;>
    simp [Z, Matrix.mul_apply, Fin.sum_univ_two, Matrix.star_apply]

/-- The flat field with Wilson loops (Z, Z). -/
def alignedField : FlatField := ⟨Z, Z, Z_unitary, Z_unitary, rfl⟩

/-- The flat field with Wilson loops (Z, -Z). -/
def opposedField : FlatField :=
  ⟨Z, -Z, Z_unitary, by
    rw [Matrix.mem_unitaryGroup_iff, star_neg, neg_mul_neg]
    exact Matrix.mem_unitaryGroup_iff.mp Z_unitary, by rw [mul_neg, neg_mul]⟩
```

The final theorem states the equal characteristic polynomials, the two traces and the inequivalence together. Its last part assumes an equivalence and obtains $2=-2$ from trace invariance.

```lean
/-- The fields (Z, Z) and (Z, -Z) have equal characteristic polynomials loop by loop, but the
traces of their loop products are 2 and -2, and they are not gauge equivalent. -/
theorem separate_spectra_do_not_fix_field :
    alignedField.Wx.charpoly = opposedField.Wx.charpoly ∧
    alignedField.Wy.charpoly = opposedField.Wy.charpoly ∧
    (alignedField.Wx * alignedField.Wy).trace = 2 ∧
    (opposedField.Wx * opposedField.Wy).trace = -2 ∧
    ¬ GaugeEquivalent alignedField opposedField := by
  have h2 : (Z * Z).trace = 2 := by
    simp [Z, Matrix.trace_fin_two]
    norm_num
  have hm : (Z * -Z).trace = -2 := by rw [mul_neg, Matrix.trace_neg, h2]
  refine ⟨rfl, ?_, h2, hm, ?_⟩
  · change Z.charpoly = (-Z).charpoly
    rw [Matrix.charpoly_fin_two, Matrix.charpoly_fin_two]
    simp [Z, Matrix.trace_fin_two, Matrix.det_fin_two]
  · intro h
    have ht := trace_product_invariant h
    change (Z * Z).trace = (Z * -Z).trace at ht
    rw [h2, hm] at ht
    norm_num at ht

end FlatWilsonLoops
```

```lean
#print axioms FlatWilsonLoops.exchange_equivalent_iff
#print axioms FlatWilsonLoops.separate_spectra_do_not_fix_field
```

```
'FlatWilsonLoops.exchange_equivalent_iff' depends on axioms: [propext, Classical.choice, Quot.sound]
'FlatWilsonLoops.separate_spectra_do_not_fix_field' depends on axioms: [propext, Classical.choice, Quot.sound]
```
